# On a finite Dirichlet grid with nearest-neighbour kinetic energy, reversing the potential reflects the spectrum

Put one particle in a box, represent it on a grid, and place a strong repulsive bump in the middle. In free continuous space such a bump binds nothing. Diagonalise the grid Hamiltonian, however, and its highest state sits on the bump, with a sign that alternates from site to site. It looks like the ground state of a well. How are the levels of the bump related to those of the well obtained by reversing the potential?

## The grid, the Hamiltonian and the checkerboard

Let Λ be a finite set of sites of Z^d, of any shape; a rectangular box is one case. The spacing is h, and units have ħ = m = 1. A wave function is a function ψ : Λ → ℂ, not necessarily normalised.

In Lean 4 with Mathlib:

```lean
import Mathlib

open Finset

namespace GridMirrorSpectrum

noncomputable section

variable {d : ℕ} {Λ : Finset (Fin d → ℤ)}
```

The Dirichlet condition says that ψ vanishes off Λ. Write ψ̃ for ψ continued by zero to all of Z^d; this is `zeroExt ψ`.

```lean
/-- Dirichlet condition: a wave function on the region `Λ` is continued by zero to the
whole lattice. -/
def zeroExt : (Λ → ℂ) →ₗ[ℂ] ((Fin d → ℤ) → ℂ) where
  toFun ψ x := if hx : x ∈ Λ then ψ ⟨x, hx⟩ else 0
  map_add' ψ φ := by
    funext x
    by_cases hx : x ∈ Λ <;> simp [hx]
  map_smul' c ψ := by
    funext x
    by_cases hx : x ∈ Λ <;> simp [hx]
```

With e_i the unit step in direction i, the kinetic operator T is minus one half of the central second difference, summed over the d directions:

(Tψ)(x) = Σ_i [2ψ(x) − ψ̃(x+e_i) − ψ̃(x−e_i)] / (2h²)

In the code e_i is `Pi.single i 1`, and T is `kinetic h`.

```lean
/-- The nearest-neighbour kinetic operator for grid spacing `h ≠ 0`: minus one half of the
central second difference, summed over the `d` directions. -/
def kinetic (h : ℝ) : (Λ → ℂ) →ₗ[ℂ] (Λ → ℂ) where
  toFun ψ x := ∑ i, (2 * ψ x - zeroExt ψ (x.1 + Pi.single i 1)
    - zeroExt ψ (x.1 - Pi.single i 1)) / (2 * (h : ℂ) ^ 2)
  map_add' ψ φ := by
    funext x
    simp only [map_add, Pi.add_apply, ← Finset.sum_add_distrib]
    exact Finset.sum_congr rfl fun i _ => by ring
  map_smul' c ψ := by
    funext x
    simp only [map_smul, Pi.smul_apply, smul_eq_mul, RingHom.id_apply, Finset.mul_sum]
    exact Finset.sum_congr rfl fun i _ => by ring
```

A potential acts by multiplication. It is real, `V : Λ → ℝ`, and otherwise arbitrary. The operator T + V is `hamiltonian h V`, so T − V is `hamiltonian h (-V)`.

```lean
/-- Multiplication of a wave function by a function of position. -/
def multiply (f : Λ → ℂ) : (Λ → ℂ) →ₗ[ℂ] (Λ → ℂ) where
  toFun ψ x := f x * ψ x
  map_add' ψ φ := by
    funext x
    simp only [Pi.add_apply]
    ring
  map_smul' c ψ := by
    funext x
    simp only [Pi.smul_apply, smul_eq_mul, RingHom.id_apply]
    ring

/-- The grid Hamiltonian `T + V` for spacing `h ≠ 0` and a real potential `V`. -/
def hamiltonian (h : ℝ) (V : Λ → ℝ) : Module.End ℂ (Λ → ℂ) :=
  kinetic h + multiply fun x => (V x : ℂ)
```

Colour the lattice like a checkerboard, with the sign

s(x) = (−1)^(Σ_i x_i)

and let S be multiplication by s, so that (Sψ)(x) = s(x)ψ(x). These are `parity` and `stagger`.

```lean
/-- The checkerboard sign of a lattice site, `(-1)` to the sum of its coordinates. -/
def parity (x : Fin d → ℤ) : ℂ := (-1) ^ (∑ i, x i)

/-- The staggering operator: it multiplies a wave function by the checkerboard sign. -/
def stagger : (Λ → ℂ) →ₗ[ℂ] (Λ → ℂ) := multiply fun x => parity x.1
```

## (a) The checkerboard sign of neighbouring sites

Show that a step in any direction, forward or backward, reverses the sign:

s(x+e_i) = −s(x) and s(x−e_i) = −s(x)

The step changes the sum of the coordinates by +1 or −1, and so multiplies s by (−1)^(±1) = −1. The code first computes that the coordinates of e_i sum to 1 (`h1`), then splits the integer power.

```lean
/-- A step to a nearest neighbour, forward or backward, reverses the checkerboard sign. -/
theorem parity_neighbour (x : Fin d → ℤ) (i : Fin d) :
    parity (x + Pi.single i 1) = -parity x ∧ parity (x - Pi.single i 1) = -parity x := by
  have h1 : ∑ j, (Pi.single i 1 : Fin d → ℤ) j = 1 := by simp [Pi.single_apply]
  have h0 : (-1 : ℂ) ≠ 0 := by norm_num
  constructor
  · simp only [parity, Pi.add_apply, Finset.sum_add_distrib, h1]
    rw [zpow_add₀ h0, zpow_one]
    ring
  · simp only [parity, Pi.sub_apply, Finset.sum_sub_distrib, h1]
    rw [zpow_sub₀ h0, zpow_one]
    ring
```

## (b) The density of a staggered state

Show that S leaves the magnitude alone at every site:

|(Sψ)(x)| = |ψ(x)|

Since |s(x)| = 1, this follows from |s(x)ψ(x)| = |s(x)| |ψ(x)|. In particular, S takes a normalised state to a normalised state with the same density.

```lean
/-- Staggering leaves the magnitude of the wave function unchanged at every site. -/
theorem norm_stagger (ψ : Λ → ℂ) (x : Λ) : ‖stagger ψ x‖ = ‖ψ x‖ := by
  change ‖parity x.1 * ψ x‖ = ‖ψ x‖
  simp [parity]
```

## (c) Kinetic energy and staggering

For h ≠ 0, show that

h² (TS + ST)ψ = 2d Sψ

Continuing Sψ by zero gives s ψ̃. By (a), the neighbour terms of TSψ therefore change sign:

(TSψ)(x) = s(x) Σ_i [2ψ(x) + ψ̃(x+e_i) + ψ̃(x−e_i)] / (2h²)

(STψ)(x) = s(x) Σ_i [2ψ(x) − ψ̃(x+e_i) − ψ̃(x−e_i)] / (2h²)

In the sum the hopping terms cancel and each direction leaves 4s(x)ψ(x)/(2h²). The d directions together give 2d s(x)ψ(x)/h², and multiplying by h² gives the result.

In the code, `hZ` is the statement about continuation by zero. The cancellation is done direction by direction with `linear_combination`, using `hinv`, which says h² · (2h²)⁻¹ = 1/2.

```lean
/-- For `h ≠ 0` the kinetic operator `T` and the staggering operator `S` satisfy
`h² (T S + S T) = 2 d S`. -/
theorem kinetic_stagger {h : ℝ} (hh : h ≠ 0) (ψ : Λ → ℂ) (x : Λ) :
    (h : ℂ) ^ 2 * (kinetic h (stagger ψ) x + stagger (kinetic h ψ) x)
      = 2 * d * stagger ψ x := by
  have hc : (h : ℂ) ≠ 0 := Complex.ofReal_ne_zero.2 hh
  have hS : ∀ (φ : Λ → ℂ) (y : Λ), stagger φ y = parity y.1 * φ y := fun _ _ => rfl
  have hK : ∀ (φ : Λ → ℂ) (y : Λ), kinetic h φ y =
      ∑ i, (2 * φ y - zeroExt φ (y.1 + Pi.single i 1)
        - zeroExt φ (y.1 - Pi.single i 1)) / (2 * (h : ℂ) ^ 2) := fun _ _ => rfl
  have hZ : ∀ y, zeroExt (stagger ψ) y = parity y * zeroExt ψ y := by
    intro y
    by_cases hy : y ∈ Λ <;> simp [zeroExt, hS, hy]
  have hinv : (h : ℂ) ^ 2 * (2 * (h : ℂ) ^ 2)⁻¹ = 1 / 2 := by field_simp
  simp only [hK, hS, hZ, (parity_neighbour _ _).1, (parity_neighbour _ _).2,
    Finset.mul_sum, ← Finset.sum_add_distrib]
  -- the hopping terms cancel direction by direction
  trans ∑ _i : Fin d, 2 * (parity x.1 * ψ x)
  · refine Finset.sum_congr rfl fun i _ => ?_
    linear_combination (4 * parity x.1 * ψ x) * hinv
  · simp only [Finset.sum_const, Finset.card_univ, Fintype.card_fin, nsmul_eq_mul]
    ring
```

## (d) From a state of T − V to a state of T + V

Let h > 0, and let the real energies E and E' satisfy

h² (E + E') = 2d

that is, E' = 2d/h² − E. Show that

(T − V)ψ = E'ψ implies (T + V)Sψ = E Sψ

Multiplication by V commutes with S, and Tψ = E'ψ + Vψ. Part (c) then gives

h² TSψ = 2d Sψ − h² STψ
= (2d − h²E') Sψ − h² V Sψ
= h² E Sψ − h² V Sψ

Cancel h² and move the potential term to the left. The final `linear_combination` combines the same three ingredients: the identity from (c) (`k`), the Schrödinger equation at x (`e`) and the energy relation (`hEc`).

```lean
/-- For `h > 0` and `h² (E + E') = 2 d`, staggering turns a solution of the Schrödinger
equation for `T - V` at energy `E'` into a solution for `T + V` at energy `E`. -/
theorem mirror_state {h E E' : ℝ} (hh : 0 < h) (hE : h ^ 2 * (E + E') = 2 * d)
    (V : Λ → ℝ) (ψ : Λ → ℂ) (hψ : hamiltonian h (-V) ψ = (E' : ℂ) • ψ) :
    hamiltonian h V (stagger ψ) = (E : ℂ) • stagger ψ := by
  have hc : (h : ℂ) ≠ 0 := Complex.ofReal_ne_zero.2 hh.ne'
  have hEc : (h : ℂ) ^ 2 * ((E : ℂ) + E') = 2 * (d : ℂ) := by exact_mod_cast hE
  have hS : ∀ (φ : Λ → ℂ) (y : Λ), stagger φ y = parity y.1 * φ y := fun _ _ => rfl
  have hH : ∀ (W : Λ → ℝ) (φ : Λ → ℂ) (y : Λ),
      hamiltonian h W φ y = kinetic h φ y + (W y : ℂ) * φ y := fun _ _ _ => rfl
  funext x
  have k := kinetic_stagger hh.ne' ψ x
  have e := congrFun hψ x
  simp only [hH, hS, Pi.neg_apply, Complex.ofReal_neg, Pi.smul_apply, smul_eq_mul] at k e ⊢
  apply mul_left_cancel₀ (pow_ne_zero 2 hc)
  linear_combination k - (h : ℂ) ^ 2 * parity x.1 * e - parity x.1 * ψ x * hEc
```

## (e) One inequality between degeneracies

The multiplicity of a level is the dimension of its eigenspace. Under the assumptions of (d), show that

dim ker(T − V − E') ≤ dim ker(T + V − E)

By (d), S maps the first space into the second. By (b), Sψ = 0 forces ψ = 0, so S is injective, and an injective linear map can't lower the dimension. The code calls these two steps `hmap` and `hinj`, and compares dimensions (`Module.finrank`) for S restricted to the eigenspace.

```lean
/-- For `h > 0` and `h² (E + E') = 2 d`, the level `E'` of `T - V` is at most as degenerate
as the level `E` of `T + V`. -/
theorem multiplicity_le {h E E' : ℝ} (hh : 0 < h) (hE : h ^ 2 * (E + E') = 2 * d)
    (V : Λ → ℝ) :
    Module.finrank ℂ ((hamiltonian h (-V)).eigenspace (E' : ℂ))
      ≤ Module.finrank ℂ ((hamiltonian h V).eigenspace (E : ℂ)) := by
  have hmap : ∀ ψ ∈ (hamiltonian h (-V)).eigenspace (E' : ℂ),
      stagger ψ ∈ (hamiltonian h V).eigenspace (E : ℂ) := fun ψ hψ =>
    Module.End.mem_eigenspace_iff.2
      (mirror_state hh hE V ψ (Module.End.mem_eigenspace_iff.1 hψ))
  -- staggering is injective because it preserves magnitudes
  have hinj : Function.Injective (stagger : (Λ → ℂ) →ₗ[ℂ] (Λ → ℂ)) := by
    rw [injective_iff_map_eq_zero]
    intro ψ h0
    funext x
    have hx := norm_stagger ψ x
    rw [h0, Pi.zero_apply, norm_zero] at hx
    exact norm_eq_zero.1 hx.symm
  exact LinearMap.finrank_le_finrank_of_injective (f := stagger.restrict hmap)
    fun a b hab => Subtype.ext (hinj (congrArg Subtype.val hab))
```

## (f) The reflected spectrum

Under the same assumptions, show that

E is an eigenvalue of T + V ⇔ E' is an eigenvalue of T − V

dim ker(T + V − E) = dim ker(T − V − E')

The energy relation is symmetric in E and E'. Apply (e) once as it stands, and once with V replaced by −V and the energies exchanged; the two inequalities give equality. A number is an eigenvalue exactly when its eigenspace has dimension at least 1, so the equivalence follows. The spectrum is thus reflected about d/h².

```lean
/-- Mirror symmetry of grid spectra: on any finite region of the `d`-dimensional lattice with
Dirichlet condition and spacing `h > 0`, let `h² (E + E') = 2 d`. Then `E` is an eigenvalue of
`T + V` exactly when `E'` is one of `T - V`, and the multiplicities are equal. -/
theorem mirror_spectrum {h E E' : ℝ} (hh : 0 < h) (hE : h ^ 2 * (E + E') = 2 * d)
    (V : Λ → ℝ) :
    ((hamiltonian h V).HasEigenvalue (E : ℂ) ↔
      (hamiltonian h (-V)).HasEigenvalue (E' : ℂ)) ∧
    Module.finrank ℂ ((hamiltonian h V).eigenspace (E : ℂ))
      = Module.finrank ℂ ((hamiltonian h (-V)).eigenspace (E' : ℂ)) := by
  have hE' : h ^ 2 * (E' + E) = 2 * d := by rw [add_comm, hE]
  have h1 := multiplicity_le hh hE' (-V)
  rw [neg_neg] at h1
  have heq := le_antisymm h1 (multiplicity_le hh hE V)
  have ev : ∀ (A : Module.End ℂ (Λ → ℂ)) (μ : ℂ),
      A.HasEigenvalue μ ↔ 1 ≤ Module.finrank ℂ (A.eigenspace μ) :=
    fun _ _ => Submodule.one_le_finrank_iff.symm
  exact ⟨by rw [ev, ev, heq], heq⟩
```

The Dirichlet condition is a hypothesis built into `zeroExt`. If periodic closure is allowed instead, the reflection can fail. Take a ring of three sites with d = 1, h = 1 and V = 0. Its levels are 0, 3/2 and 3/2, whereas reflection about 1 would require 2, 1/2 and 1/2. The bond that closes the ring joins two sites of the same checkerboard sign.

## (g) Where the levels can lie

Let h > 0 and let E be a real eigenvalue of T + V. Show that some site x in Λ satisfies

V(x) ≤ E ≤ V(x) + 2d/h²

Take an eigenvector ψ and a site x where |ψ| is largest; then |ψ(x)| > 0. The eigenvalue equation at x, multiplied by 2h² and rearranged, reads

Σ_i [ψ̃(x+e_i) + ψ̃(x−e_i)] = 2[d − h²(E − V(x))] ψ(x)

The left side has 2d terms, each of magnitude at most |ψ(x)|. Dividing by 2|ψ(x)| leaves

|d − h²(E − V(x))| ≤ d

so 0 ≤ h²(E − V(x)) ≤ 2d, which is the claim. For V = 0 every level lies in the kinetic band from 0 to 2d/h².

In the code, `hb` bounds the continued wave function, `hs` is the rearranged equation, and `habs` is the last inequality, doubled.

```lean
/-- For `h > 0`, every real eigenvalue `E` of `T + V` lies in the interval from `0` to
`2 d / h²` shifted by the value of the potential at some site. -/
theorem eigenvalue_in_shifted_band {h E : ℝ} (hh : 0 < h) (V : Λ → ℝ)
    (hev : (hamiltonian h V).HasEigenvalue (E : ℂ)) :
    ∃ x : Λ, V x ≤ E ∧ E ≤ V x + 2 * d / h ^ 2 := by
  obtain ⟨ψ, hψ, hne⟩ := hev.exists_hasEigenvector
  obtain ⟨a, ha⟩ := Function.ne_iff.1 hne
  have : Nonempty Λ := ⟨a⟩
  -- look at the site where the wave function is largest
  obtain ⟨x, hx⟩ := Finite.exists_max fun y => ‖ψ y‖
  have hM : 0 < ‖ψ x‖ := (norm_pos_iff.2 ha).trans_le (hx a)
  have hb : ∀ y, ‖zeroExt ψ y‖ ≤ ‖ψ x‖ := by
    intro y
    by_cases hy : y ∈ Λ
    · simpa [zeroExt, hy] using hx ⟨y, hy⟩
    · simp [zeroExt, hy]
  have hp : 0 < h ^ 2 := by positivity
  have hc : 2 * (h : ℂ) ^ 2 ≠ 0 :=
    mul_ne_zero two_ne_zero (pow_ne_zero 2 (Complex.ofReal_ne_zero.2 hh.ne'))
  have e : (∑ i, (2 * ψ x - zeroExt ψ (x.1 + Pi.single i 1)
      - zeroExt ψ (x.1 - Pi.single i 1)) / (2 * (h : ℂ) ^ 2)) + (V x : ℂ) * ψ x
      = (E : ℂ) * ψ x := congrFun (Module.End.mem_eigenspace_iff.1 hψ) x
  rw [← Finset.sum_div] at e
  have e2 := (div_eq_iff hc).1 (eq_sub_of_add_eq e)
  simp only [Finset.sum_sub_distrib, Finset.sum_const, Finset.card_univ, Fintype.card_fin,
    nsmul_eq_mul] at e2
  have hs : ∑ i, (zeroExt ψ (x.1 + Pi.single i 1) + zeroExt ψ (x.1 - Pi.single i 1))
      = ((2 * (d - h ^ 2 * (E - V x)) : ℝ) : ℂ) * ψ x := by
    rw [Finset.sum_add_distrib]
    push_cast
    linear_combination -e2
  have hn := norm_sum_le_of_le Finset.univ fun (i : Fin d) _ =>
    (norm_add_le (zeroExt ψ (x.1 + Pi.single i 1)) (zeroExt ψ (x.1 - Pi.single i 1))).trans
      (add_le_add (hb _) (hb _))
  rw [hs, norm_mul, Complex.norm_real, Real.norm_eq_abs, Finset.sum_const, Finset.card_univ,
    Fintype.card_fin, nsmul_eq_mul] at hn
  have habs : |2 * ((d : ℝ) - h ^ 2 * (E - V x))| ≤ 2 * (d : ℝ) :=
    le_of_mul_le_mul_right (by linarith) hM
  obtain ⟨hl, hu⟩ := abs_le.1 habs
  refine ⟨x, ?_, ?_⟩
  · have h0 : 0 ≤ h ^ 2 * (E - V x) := by linarith
    linarith [nonneg_of_mul_nonneg_right h0 hp]
  · have h2 : E - V x ≤ 2 * d / h ^ 2 := by
      rw [le_div_iff₀ hp]
      linarith
    linarith
```

## (h) Bound states of the well, seen from the bump

With h > 0 and h²(E + E') = 2d, show that

E' is an eigenvalue of T − V and E' < 0
⇔ E is an eigenvalue of T + V and E > 2d/h²

Since h²E' = 2d − h²E, the two inequalities are equivalent, and (f) does the rest. The code proves the first point as `hlt` and rewrites with the second.

```lean
/-- For `h > 0` and `h² (E + E') = 2 d`, `E'` is a negative eigenvalue of `T - V` exactly when
`E` is an eigenvalue of `T + V` above `2 d / h²`. -/
theorem bound_state_mirror {h E E' : ℝ} (hh : 0 < h) (hE : h ^ 2 * (E + E') = 2 * d)
    (V : Λ → ℝ) :
    ((hamiltonian h (-V)).HasEigenvalue (E' : ℂ) ∧ E' < 0) ↔
      ((hamiltonian h V).HasEigenvalue (E : ℂ) ∧ 2 * d / h ^ 2 < E) := by
  have hp : 0 < h ^ 2 := by positivity
  have hlt : E' < 0 ↔ 2 * d / h ^ 2 < E := by
    rw [div_lt_iff₀ hp, ← hE]
    constructor
    · intro hneg
      nlinarith [mul_pos hp (neg_pos.2 hneg)]
    · intro hab
      by_contra hcon
      nlinarith [mul_nonneg hp.le (not_lt.1 hcon)]
  rw [(mirror_spectrum hh hE V).1, hlt]

end

end GridMirrorSpectrum
```

If V ≥ 0, then T − V describes a well and T + V the corresponding bump. Each negative level of the well has its image among the levels of the bump, above the kinetic band, and by (b) the staggered state has the same density. "Bound" here means negative energy; how far a state spreads is a separate question.

For a real-space electronic-structure code with a nearest-neighbour stencil, uniform spacing h, a finite Dirichlet region and a real local potential V, this offers a check on the one-particle levels: with V held fixed, not recomputed from the density, the lowest level for −V and the highest for V must add up to 2d/h². Nonlocal pseudopotentials are not covered, since they need not commute with S. A level above 2d/h² is not by itself a product of the grid, since adding a large constant to V lifts every level, that of a smooth ground state included. The proof does not cover longer stencils, whose hops can join sites of the same checkerboard sign.

```lean
#print axioms GridMirrorSpectrum.mirror_spectrum
-- 'GridMirrorSpectrum.mirror_spectrum' depends on axioms: [propext, Classical.choice, Quot.sound]
#print axioms GridMirrorSpectrum.eigenvalue_in_shifted_band
-- 'GridMirrorSpectrum.eigenvalue_in_shifted_band' depends on axioms: [propext, Classical.choice, Quot.sound]
#print axioms GridMirrorSpectrum.bound_state_mirror
-- 'GridMirrorSpectrum.bound_state_mirror' depends on axioms: [propext, Classical.choice, Quot.sound]
```
